# The second-quantized form of Hermitian, time-reversal-symmetric one-electron operators over Kramers pairs

## A molecule without a magnetic field

The Dirac Hamiltonian of an electron in the electrostatic field of fixed nuclei commutes with time reversal. Its spinors therefore come in Kramers pairs: each φ_p has a partner φ̄_p = Tφ_p, and Tφ̄_p = −φ_p. What does this symmetry leave of a general one-electron operator once it is written with creation and annihilation operators?

Take n orthonormal pairs and expand a spinor with coefficients x_p on φ_p and y_p on φ̄_p. Since T is antiunitary, it acts on the coefficients as

T(x, y) = (−y*, x*),

where * is complex conjugation, entry by entry for vectors and matrices. Let a_p and b_p annihilate an electron in φ_p and φ̄_p, and let ⁺ denote the adjoint of an operator.

## Two blocks determine the matrix

Let M have blocks M₁₁, M₁₂, M₂₁, M₂₂, and let e_q be the q-th unit vector. Because T(e_q, 0) = (0, e_q), commutation with T on this spinor compares column q of (M₁₂, M₂₂) with column q of (−M₂₁*, M₁₁*). With A = M₁₁ and B = M₁₂, this gives

M₂₁ = −B*, M₂₂ = A*.

Conversely, for a matrix with these blocks, MT(x, y) and TM(x, y) are both

(B x* − A y*, A* x* + B* y*).

Such a matrix is Hermitian exactly when A is Hermitian and −B* is the conjugate transpose of B. The second condition says Bᵀ = −B, so B is antisymmetric.

## The operator as a sum over pairs

The second-quantized operator is

H = Σ_pq [A_pq a_p⁺a_q + B_pq a_p⁺b_q − B_pq* b_p⁺a_q + A_pq* b_p⁺b_q].

In the last term A_pq* = A_qp. Exchanging the names p and q turns it into Σ A_pq b_q⁺b_p.

For the B terms, define

Y = Σ_pq B_pq (a_p⁺b_q − a_q⁺b_p), X = Σ_pq B_pq a_p⁺b_q.

Relabelling and antisymmetry give Σ B_pq a_q⁺b_p = −X, so Y = 2X. The adjoint is

X⁺ = Σ_pq B_pq* b_q⁺a_p = −Σ_pq B_pq* b_p⁺a_q,

which is the third term of H. Hence

H = Σ_pq A_pq (a_p⁺a_q + b_q⁺b_p) + (Y + Y⁺)/2.

No anticommutator has been used.

For a single pair, antisymmetry forces B = 0 and Hermiticity makes A a real number ε. Then H = ε(a⁺a + b⁺b), with the same energy for both partners.

## Real A and the unitary-group commutators

If B = 0 and A is real, then A* = A, and directly

H = Σ_pq A_pq E_pq, E_pq = a_p⁺a_q + b_p⁺b_q.

This holds even when A is not symmetric. The mistake to avoid is using E_pq for complex Hermitian A: the b part then carries b_q⁺b_p, with its indices in the opposite order. If A₁₂ = i, the coefficient of b₁⁺b₂ is −i, whereas ΣA_pq E_pq would give +i.

Now let c_P run through all the a_p and b_p, and assume the canonical anticommutation relations. In the next three formulas T is a spinor index like P, Q and S, not time reversal. Moving creators to the left gives

c_P⁺c_Q c_S⁺c_T = δ_QS c_P⁺c_T − c_P⁺c_S⁺c_Q c_T.

The product in the other order is

c_S⁺c_T c_P⁺c_Q = δ_TP c_S⁺c_Q − c_S⁺c_P⁺c_T c_Q.

The quartic terms agree after two sign changes, so

[c_P⁺c_Q, c_S⁺c_T] = δ_QS c_P⁺c_T − δ_TP c_S⁺c_Q.

In [E_pq, E_rs] the a–b cross terms vanish, because their deltas compare different partners. The a–a and b–b terms add up to

[E_pq, E_rs] = δ_qr E_ps − δ_sp E_rq.

For a time-reversal-symmetric one-electron operator in a finite Kramers basis, four-component calculations thus need only the blocks A and B; when B = 0 and A is real, the operator has the same algebraic form as a spin-free non-relativistic one.

## Spinors, adjoints and field operators in Lean

The type `n` labels pairs, and `n ⊕ n` labels spinors: `Sum.inl p` is φ_p and `Sum.inr p` its partner. `kramersMatrix A B` is the block matrix; its `map star` conjugates entries without transposing.

The field operators are elements of a ring `R` whose `star` is the adjoint. Where complex coefficients occur, `R` is a complex algebra, and `StarModule` makes the adjoint conjugate them. `oneBody_kramersMatrix` accepts arbitrary families `a` and `b`, with Hermiticity and antisymmetry as its hypotheses. Only the commutator theorems assume `IsCAR`, whose Kronecker delta expresses the orthonormality of the spinors.

Time reversal is defined on coefficients, not on Fock space. The matrix elements are given rather than computed from a Dirac Hamiltonian, and there is no electron–electron interaction.

```lean
import Mathlib

open Matrix

namespace KramersPairs

variable {n R : Type*} [Ring R] [StarRing R]

/-- Time reversal on spinor coefficients in a basis of Kramers partners:
`(x, y)` goes to `(-y*, x*)`. -/
def timeReversal (v : n ⊕ n → ℂ) : n ⊕ n → ℂ :=
  Sum.elim (fun p => -star (v (Sum.inr p))) (fun p => star (v (Sum.inl p)))

/-- The one-electron matrix with blocks `A`, `B`, `-B*`, `A*`, where the star is
entrywise complex conjugation. -/
def kramersMatrix (A B : Matrix n n ℂ) : Matrix (n ⊕ n) (n ⊕ n) ℂ :=
  fromBlocks A B (-(B.map star)) (A.map star)

/-- The second-quantized one-electron operator `∑ h_PQ c_P⁺ c_Q`. -/
def oneBody {ι : Type*} [Fintype ι] [Algebra ℂ R] (c : ι → R) (h : Matrix ι ι ℂ) : R :=
  ∑ P, ∑ Q, h P Q • (star (c P) * c Q)

/-- The operator `Y = ∑ B_pq (a_p⁺ b_q - a_q⁺ b_p)`. -/
def partnerFlip [Fintype n] [Algebra ℂ R] (a b : n → R) (B : Matrix n n ℂ) : R :=
  ∑ p, ∑ q, B p q • (star (a p) * b q - star (a q) * b p)

/-- The Kramers-summed excitation operator `E_pq = a_p⁺ a_q + b_p⁺ b_q`. -/
def excitation (a b : n → R) (p q : n) : R :=
  star (a p) * a q + star (b p) * b q

/-- The canonical anticommutation relations for annihilation operators `c_P` and
their adjoints. -/
structure IsCAR {ι : Type*} [DecidableEq ι] (c : ι → R) : Prop where
  anti : ∀ P Q, c P * c Q + c Q * c P = 0
  mixed : ∀ P Q, c P * star (c Q) + star (c Q) * c P = if P = Q then 1 else 0

/-- A one-electron matrix commutes with time reversal exactly when it has the blocks
`A`, `B`, `-B*`, `A*`. -/
theorem commutes_timeReversal_iff [Fintype n] (M : Matrix (n ⊕ n) (n ⊕ n) ℂ) :
    (∀ v, M *ᵥ timeReversal v = timeReversal (M *ᵥ v)) ↔
      ∃ A B, M = kramersMatrix A B := by
  classical
  constructor
  · intro h
    -- time reversal takes each basis spinor to its partner
    have hT : ∀ q : n, timeReversal (Pi.single (Sum.inl q) 1) =
        (Pi.single (Sum.inr q) 1 : n ⊕ n → ℂ) := by
      intro q
      funext i
      rcases i with p | p
      · simp [timeReversal]
      · by_cases hp : p = q <;> simp [timeReversal, Pi.single_apply, hp]
    have key : ∀ i q, _ := fun i q => congrFun (h (Pi.single (Sum.inl q) 1)) i
    simp only [hT, mulVec_single_one] at key
    have k1 : ∀ p q, M (Sum.inl p) (Sum.inr q) = -star (M (Sum.inr p) (Sum.inl q)) :=
      fun p q => key (Sum.inl p) q
    have k2 : ∀ p q, M (Sum.inr p) (Sum.inr q) = star (M (Sum.inl p) (Sum.inl q)) :=
      fun p q => key (Sum.inr p) q
    refine ⟨M.toBlocks₁₁, M.toBlocks₁₂, ?_⟩
    ext (p | p) (q | q)
    · rfl
    · rfl
    · change M (Sum.inr p) (Sum.inl q) = -star (M (Sum.inl p) (Sum.inr q))
      rw [k1, star_neg, star_star, neg_neg]
    · exact k2 p q
  · rintro ⟨A, B, rfl⟩ v
    funext i
    rcases i with p | p <;>
    · simp only [kramersMatrix, timeReversal, mulVec, dotProduct, Fintype.sum_sum_type,
        fromBlocks_apply₁₁, fromBlocks_apply₁₂, fromBlocks_apply₂₁, fromBlocks_apply₂₂,
        Sum.elim_inl, Sum.elim_inr, Matrix.neg_apply, map_apply, star_add, star_neg, star_sum,
        star_mul', star_star, neg_mul, mul_neg, neg_neg, Finset.sum_neg_distrib]
      ring

/-- The matrix with blocks `A`, `B`, `-B*`, `A*` is Hermitian exactly when `A` is
Hermitian and `B` is antisymmetric. -/
theorem kramersMatrix_isHermitian_iff (A B : Matrix n n ℂ) :
    (kramersMatrix A B).IsHermitian ↔ A.IsHermitian ∧ Bᵀ = -B := by
  constructor
  · intro h
    refine ⟨Matrix.IsHermitian.ext fun p q => h.apply (Sum.inl p) (Sum.inl q), ?_⟩
    ext p q
    have k : star (-star (B p q)) = B q p := h.apply (Sum.inl q) (Sum.inr p)
    rw [star_neg, star_star] at k
    exact k.symm
  · rintro ⟨hA, hB⟩
    have hB' : ∀ p q, B q p = -B p q := fun p q => congrFun (congrFun hB p) q
    refine Matrix.IsHermitian.ext ?_
    rintro (p | p) (q | q)
    · exact hA.apply p q
    · change star (-star (B q p)) = B p q
      rw [star_neg, star_star, hB' p q, neg_neg]
    · change star (B q p) = -star (B p q)
      rw [hB' p q, star_neg]
    · change star (star (A q p)) = star (A p q)
      rw [star_star, hA.apply q p]

/-- For `A` Hermitian and `B` antisymmetric, the operator with blocks `A`, `B`, `-B*`,
`A*` equals `∑ A_pq (a_p⁺ a_q + b_q⁺ b_p) + (Y + Y⁺)/2`. -/
theorem oneBody_kramersMatrix [Fintype n] [Algebra ℂ R] [StarModule ℂ R] (a b : n → R)
    {A B : Matrix n n ℂ} (hA : A.IsHermitian) (hB : Bᵀ = -B) :
    oneBody (Sum.elim a b) (kramersMatrix A B) =
      ∑ p, ∑ q, A p q • (star (a p) * a q + star (b q) * b p) +
        (1 / 2 : ℂ) • (partnerFlip a b B + star (partnerFlip a b B)) := by
  have hB' : ∀ p q, B q p = -B p q := fun p q => congrFun (congrFun hB p) q
  -- antisymmetry makes the two halves of `Y` equal
  have hsw : ∑ p, ∑ q, B p q • (star (a q) * b p) =
      -∑ p, ∑ q, B p q • (star (a p) * b q) := by
    refine Finset.sum_comm.trans ?_
    simp only [← Finset.sum_neg_distrib]
    refine Finset.sum_congr rfl fun p _ => Finset.sum_congr rfl fun q _ => ?_
    rw [hB' p q, neg_smul]
  have hY : partnerFlip a b B = ∑ p, ∑ q, B p q • (star (a p) * b q) +
      ∑ p, ∑ q, B p q • (star (a p) * b q) := by
    simp only [partnerFlip, smul_sub, Finset.sum_sub_distrib]
    rw [hsw, sub_neg_eq_add]
  -- the adjoint of the upper right block is the lower left block
  have hS : star (∑ p, ∑ q, B p q • (star (a p) * b q)) =
      -∑ p, ∑ q, star (B p q) • (star (b p) * a q) := by
    simp only [star_sum, star_smul, star_mul, star_star]
    refine Finset.sum_comm.trans ?_
    simp only [← Finset.sum_neg_distrib]
    refine Finset.sum_congr rfl fun p _ => Finset.sum_congr rfl fun q _ => ?_
    rw [hB' p q, star_neg, neg_smul]
  have hD : ∑ p, ∑ q, star (A p q) • (star (b p) * b q) =
      ∑ p, ∑ q, A p q • (star (b q) * b p) := by
    refine Finset.sum_comm.trans ?_
    refine Finset.sum_congr rfl fun p _ => Finset.sum_congr rfl fun q _ => ?_
    rw [hA.apply p q]
  rw [hY, star_add, hS]
  simp only [oneBody, kramersMatrix, Fintype.sum_sum_type, fromBlocks_apply₁₁,
    fromBlocks_apply₁₂, fromBlocks_apply₂₁, fromBlocks_apply₂₂, Sum.elim_inl,
    Sum.elim_inr, Matrix.neg_apply, map_apply, neg_smul, Finset.sum_add_distrib,
    Finset.sum_neg_distrib, smul_add]
  rw [hD]
  module


/-- For `B = 0` and `A` real, the operator is `∑ A_pq E_pq`. -/
theorem oneBody_real [Fintype n] [Algebra ℂ R] (a b : n → R) (A : Matrix n n ℝ) :
    oneBody (Sum.elim a b) (kramersMatrix (A.map Complex.ofReal) 0) =
      ∑ p, ∑ q, (A p q : ℂ) • excitation a b p q := by
  simp only [oneBody, kramersMatrix, excitation, Fintype.sum_sum_type,
    fromBlocks_apply₁₁, fromBlocks_apply₁₂, fromBlocks_apply₂₁, fromBlocks_apply₂₂,
    Sum.elim_inl, Sum.elim_inr, Matrix.neg_apply, map_apply, Matrix.zero_apply,
    _root_.map_zero, neg_zero,
    zero_smul, Finset.sum_const_zero, add_zero, zero_add, Complex.star_def,
    Complex.conj_ofReal, smul_add, Finset.sum_add_distrib]

/-- The commutator of two bilinears `c_P⁺ c_Q` and `c_S⁺ c_T` of operators that obey
the canonical anticommutation relations. -/
theorem bilinear_commutator {ι : Type*} [DecidableEq ι] {c : ι → R} (h : IsCAR c)
    (P Q S T : ι) :
    star (c P) * c Q * (star (c S) * c T) - star (c S) * c T * (star (c P) * c Q) =
      (if Q = S then star (c P) * c T else 0) -
        (if T = P then star (c S) * c Q else 0) := by
  have h1 := h.mixed Q S
  have h2 := h.mixed T P
  have h3 := h.anti Q T
  have h4 : star (c P) * star (c S) + star (c S) * star (c P) = 0 := by
    simpa only [star_add, star_mul, star_zero] using congrArg star (h.anti S P)
  -- move creators to the left; the quartic terms cancel
  linear_combination (norm := skip) star (c P) * h1 * c T - star (c S) * h2 * c Q
    - star (c P) * star (c S) * h3 + h4 * c T * c Q
  split_ifs <;> noncomm_ring

/-- If the Kramers partners `a_p`, `b_p` together obey the canonical anticommutation
relations, the `E_pq` obey the U(n) commutators
`[E_pq, E_rs] = δ_qr E_ps - δ_sp E_rq`. -/
theorem excitation_commutator [DecidableEq n] {a b : n → R}
    (h : IsCAR (Sum.elim a b)) (p q r s : n) :
    excitation a b p q * excitation a b r s - excitation a b r s * excitation a b p q =
      (if q = r then excitation a b p s else 0) -
        (if s = p then excitation a b r q else 0) := by
  have k1 := bilinear_commutator h (Sum.inl p) (Sum.inl q) (Sum.inl r) (Sum.inl s)
  have k2 := bilinear_commutator h (Sum.inl p) (Sum.inl q) (Sum.inr r) (Sum.inr s)
  have k3 := bilinear_commutator h (Sum.inr p) (Sum.inr q) (Sum.inl r) (Sum.inl s)
  have k4 := bilinear_commutator h (Sum.inr p) (Sum.inr q) (Sum.inr r) (Sum.inr s)
  simp only [Sum.elim_inl, Sum.elim_inr, Sum.inl.injEq, Sum.inr.injEq, reduceCtorEq,
    if_false] at k1 k2 k3 k4
  unfold excitation
  linear_combination (norm := skip) k1 + k2 + k3 + k4
  split_ifs <;> noncomm_ring

set_option maxHeartbeats 400000 in
/-- Explicit 4 × 4 matrices for the two annihilation operators of one Kramers pair
obey the canonical anticommutation relations. -/
theorem isCAR_witness :
    IsCAR (Sum.elim
      (fun _ => !![0, 0, 1, 0; 0, 0, 0, 1; 0, 0, 0, 0; 0, 0, 0, 0])
      (fun _ => !![0, 1, 0, 0; 0, 0, 0, 0; 0, 0, 0, -1; 0, 0, 0, 0]) :
      Unit ⊕ Unit → Matrix (Fin 4) (Fin 4) ℂ) := by
  -- the two creation operators as explicit matrices
  have hA : (!![0, 0, 1, 0; 0, 0, 0, 1; 0, 0, 0, 0; 0, 0, 0, 0] :
      Matrix (Fin 4) (Fin 4) ℂ)ᴴ =
      !![0, 0, 0, 0; 0, 0, 0, 0; 1, 0, 0, 0; 0, 1, 0, 0] := by
    ext i j
    fin_cases i <;> fin_cases j <;> simp [conjTranspose_apply]
  have hB : (!![0, 1, 0, 0; 0, 0, 0, 0; 0, 0, 0, -1; 0, 0, 0, 0] :
      Matrix (Fin 4) (Fin 4) ℂ)ᴴ =
      !![0, 0, 0, 0; 1, 0, 0, 0; 0, 0, 0, 0; 0, 0, -1, 0] := by
    ext i j
    fin_cases i <;> fin_cases j <;> simp [conjTranspose_apply]
  constructor <;> rintro (⟨⟩ | ⟨⟩) (⟨⟩ | ⟨⟩) <;>
    simp only [Sum.elim_inl, Sum.elim_inr, star_eq_conjTranspose, hA, hB] <;>
    ext i j <;> fin_cases i <;> fin_cases j <;>
    simp

end KramersPairs
```

```lean
#print axioms KramersPairs.commutes_timeReversal_iff
-- 'KramersPairs.commutes_timeReversal_iff' depends on axioms: [propext, Classical.choice, Quot.sound]
#print axioms KramersPairs.oneBody_kramersMatrix
-- 'KramersPairs.oneBody_kramersMatrix' depends on axioms: [propext, Classical.choice, Quot.sound]
#print axioms KramersPairs.oneBody_real
-- 'KramersPairs.oneBody_real' depends on axioms: [propext, Classical.choice, Quot.sound]
#print axioms KramersPairs.excitation_commutator
-- 'KramersPairs.excitation_commutator' depends on axioms: [propext, Quot.sound]
```

## From matrix entries to operator identities

In `commutes_timeReversal_iff`, `hT` sends a basis spinor to its partner, and `k1` and `k2` are the resulting block equations. For the converse, `simp only` expands both sides into sums and `ring` matches them. `kramersMatrix_isHermitian_iff` compares entries block by block.

In `oneBody_kramersMatrix`, `Finset.sum_comm` does the relabelling. The steps `hsw` and `hY` give Y = 2X, `hS` computes X⁺, and `hD` transposes the b part; `module` then collects the terms and the factor 1/2. `oneBody_real` simplifies with the fact that a real number is its own conjugate.

`bilinear_commutator` obtains the relation between creators by taking the adjoint of the one between annihilators. `linear_combination` multiplies the four relations by the operators standing beside them, `split_ifs` separates the cases of the deltas, and `noncomm_ring` checks the cancellation without commuting factors. `excitation_commutator` adds four instances of this result, two of which are the vanishing cross terms.

Finally, `isCAR_witness` checks, entry by entry, explicit matrices for one pair on its four-dimensional Fock space, with basis |0⟩, b⁺|0⟩, a⁺|0⟩, a⁺b⁺|0⟩. The entry −1 is the fermionic sign in b a⁺b⁺|0⟩ = −a⁺|0⟩.
